# A product cluster state of non-interacting two-level pairs is an eigenstate exactly when every pair solves \(b_i + d_i t_i - b_i t_i^2 = 0\)

Take one electron pair with a reference configuration at energy \(0\), a doubly excited configuration at energy \(d = 3\), and a coupling \(b = 2\) between them. The matrix \(\begin{pmatrix} 0 & 2 \\ 2 & 3 \end{pmatrix}\) has lowest eigenvalue \(-1\), with eigenvector \((1, t)\) at amplitude \(t = -1/2\). The linearized equation \(b + d t = 0\) gives \(t = -2/3\) and energy \(b t = -4/3\). For \(N\) non-interacting copies both choices produce an energy \(N b t\), proportional to \(N\), so correct scaling with size does not tell which product state solves the Schrödinger equation. The criterion below does so for finitely many non-interacting two-level pairs, and each assumption it rests on is taken in turn.

## Two-level pairs that do not interact

The pairs are labelled by \(i\) in a finite set, the type `ι`. A configuration is the subset \(S\) of pairs that are excited, a `Finset ι`, and the empty set is the reference. A state is a real coefficient \(f(S)\) for every configuration, so \(n\) pairs span a space of dimension \(2^n\).

```lean
import Mathlib

open Finset

namespace SeparatedPairs

noncomputable section

variable {ι : Type*} [Fintype ι] [DecidableEq ι]
```

Write \(S \triangle i\) for \(S\) with pair \(i\) removed if it is excited and added if it is not.

```lean
/-- The configuration obtained from `S` by de-exciting pair `i` if it is excited and exciting
it otherwise. -/
def toggle (S : Finset ι) (i : ι) : Finset ι :=
  if i ∈ S then S.erase i else insert i S
```

With excitation energy \(d_i\) and coupling \(b_i\) for pair \(i\), the Hamiltonian is
\[ (Hf)(S) = \Big(\sum_{i \in S} d_i\Big) f(S) + \sum_i b_i\, f(S \triangle i), \]
where the second sum runs over all pairs. For identical pairs the diagonal becomes \(d\,|S|\), with \(|S|\) the number of excited pairs.

```lean
/-- Hamiltonian of non-interacting pairs: pair `i` has excitation energy `d i` and coupling
`b i` between its reference and excited configuration. -/
def pairH (b d : ι → ℝ) (f : Finset ι → ℝ) (S : Finset ι) : ℝ :=
  (∑ i ∈ S, d i) * f S + ∑ i, b i * f (toggle S i)

/-- Hamiltonian of identical non-interacting pairs with excitation energy `d` and
coupling `b`. -/
def uniformH (b d : ℝ) (f : Finset ι → ℝ) (S : Finset ι) : ℝ :=
  d * S.card * f S + b * ∑ i, f (toggle S i)
```

The absence of interaction is postulated in these definitions. Excitation energies add, the coupling of pair \(i\) is the same whatever the other pairs do, and any set of pairs may be excited together. Molecules far apart, each with two electrons in two orbitals and with single excitations left out, fit this picture. The reference energy is set to zero, so an eigenvalue \(E\) is measured from the reference, and the lowest eigenvalue plays the role of the correlation energy. The numbers \(b_i\) and \(d_i\) are arbitrary reals and are not derived from integrals.

With an extra diagonal energy \(V\) on the configuration \(\{i, j\}\), the equations obtained below from the reference and from single excited pairs would keep their form, but their solution would leave the term \(V t_i t_j\) uncancelled at \(\{i, j\}\). This example, like the others that remove an assumption, is arithmetic offered for orientation and is not among the theorems proved here.

## Product amplitudes, with zero allowed

The cluster state with real amplitudes \(t_i\) is \(f(S) = \prod_{i \in S} t_i\), and for one common amplitude \(f(S) = t^{|S|}\). It is the exponential ansatz for this model, since each pair can be excited only once.

```lean
/-- Cluster state: the coefficient of a configuration is the product of the amplitudes of its
excited pairs. -/
def cluster (t : ι → ℝ) (S : Finset ι) : ℝ := ∏ i ∈ S, t i

/-- Cluster state with one common amplitude: the coefficient of `S` is `t ^ card S`. -/
def powerState (t : ℝ) (S : Finset ι) : ℝ := t ^ S.card
```

The empty product gives \(f(\emptyset) = 1\). This is intermediate normalisation, and it makes \(f\) nonzero, so \(Hf = Ef\) is a true eigenvalue equation. The normalised coefficients are \(f(S) / \prod_i \sqrt{1 + t_i^2}\), with the product over all pairs. Eigenstates without weight on the reference, and eigenstates that are not products, are not described.

Two abbreviations are needed later: the residual \(r_i = b_i + d_i t_i - b_i t_i^2\), and the root \(t_- = (d - R)/(2b)\) with \(R = \sqrt{d^2 + 4b^2}\).

```lean
/-- Residual `b + d t - b t²` of the amplitude equation of a single pair. -/
def residual (b d t : ℝ) : ℝ := b + d * t - b * t ^ 2

/-- The amplitude `(d - √(d² + 4 b²)) / (2 b)`. -/
def ccRoot (b d : ℝ) : ℝ := (d - Real.sqrt (d ^ 2 + 4 * b ^ 2)) / (2 * b)
```

By hand, the product form enters through one step: for \(i \in S\),
\[ f(S) = t_i\, f(S \setminus i), \]
where \(S \setminus i\) is \(S\) without \(i\).

```lean
omit [Fintype ι] in
/-- The amplitude of an excited pair factors out of the cluster coefficient. -/
theorem cluster_erase (t : ι → ℝ) {S : Finset ι} {i : ι} (h : i ∈ S) :
    cluster t S = t i * cluster t (S.erase i) :=
  (Finset.mul_prod_erase S t h).symm
```

The proof turns on the Mathlib lemma used here. `Finset.mul_prod_erase` says that, for an element of a finite set, its factor times the product over the set with that element erased equals the whole product. It is a statement about multiplication alone. Writing \(f(S \setminus i) = f(S)/t_i\) would require \(t_i \neq 0\) and exclude uncorrelated pairs, whereas keeping everything in terms of `cluster t (S.erase i)` needs no condition on the amplitudes. What it does need is `h : i ∈ S`. For \(i \notin S\) erasing changes nothing, and the formula would read \(f(S) = t_i f(S)\). The companion `Finset.prod_insert` covers excitation under the opposite condition \(i \notin S\).

Now apply one coupling term with strength \(\beta\). If \(i \notin S\), then \(\beta f(S \triangle i) = \beta t_i f(S)\). If \(i \in S\), then \(f(S \triangle i) = f(S \setminus i)\), and adding and subtracting \(\beta t_i f(S) = \beta t_i^2 f(S \setminus i)\) gives
\[ \beta f(S \triangle i) = \beta t_i f(S) + (\beta - \beta t_i^2)\, f(S \setminus i). \]
`cluster_toggle` states both cases at once with an `if`, and `by_cases h : i ∈ S` separates them again.

```lean
omit [Fintype ι] in
/-- The coupling term of pair `i` on the cluster state equals `β tᵢ` times the state, plus
`β - β tᵢ²` times the coefficient of `S` without `i` when `i` is excited in `S`. -/
theorem cluster_toggle (β : ℝ) (t : ι → ℝ) (S : Finset ι) (i : ι) :
    β * cluster t (toggle S i) = β * t i * cluster t S +
      if i ∈ S then (β - β * t i ^ 2) * cluster t (S.erase i) else 0 := by
  by_cases h : i ∈ S
  · rw [toggle, if_pos h, if_pos h, cluster_erase t h]
    ring
  · have hi : cluster t (insert i S) = t i * cluster t S := Finset.prod_insert h
    rw [toggle, if_neg h, if_neg h, hi]
    ring
```

Setting \(\beta = b_i\) and summing over all pairs gives \((\sum_i b_i t_i) f(S) + \sum_{i \in S} (b_i - b_i t_i^2) f(S \setminus i)\). Because \(b_i\) does not depend on \(S\), the prefactor \(\sum_i b_i t_i\) and the coefficients \(b_i - b_i t_i^2\) are the same for every configuration, which the criterion below relies on. The summed identity is `h1`. There `Finset.sum_ite_mem` restricts the sum of `if` terms to \(S\). The diagonal part is \(\sum_{i \in S} d_i f(S) = \sum_{i \in S} d_i t_i f(S \setminus i)\), which is `h2` and uses additivity of the energies. Adding the two and collecting terms as in `h3`,
\[ (Hf)(S) = \Big(\sum_i b_i t_i\Big) f(S) + \sum_{i \in S} r_i\, f(S \setminus i). \]

```lean
/-- The Hamiltonian acting on the cluster state gives `∑ bᵢ tᵢ` times the state plus, for each
excited pair, its residual times the coefficient with that pair de-excited. -/
theorem pairH_cluster (b d t : ι → ℝ) (S : Finset ι) :
    pairH b d (cluster t) S = (∑ i, b i * t i) * cluster t S +
      ∑ i ∈ S, residual (b i) (d i) (t i) * cluster t (S.erase i) := by
  -- coupling part
  have h1 : ∑ i, b i * cluster t (toggle S i) = (∑ i, b i * t i) * cluster t S +
      ∑ i ∈ S, (b i - b i * t i ^ 2) * cluster t (S.erase i) := by
    rw [Finset.sum_congr rfl fun i _ => cluster_toggle (b i) t S i, Finset.sum_add_distrib,
      Finset.sum_mul, Finset.sum_ite_mem, Finset.univ_inter]
  -- diagonal part
  have h2 : (∑ i ∈ S, d i) * cluster t S =
      ∑ i ∈ S, d i * t i * cluster t (S.erase i) := by
    rw [Finset.sum_mul]
    refine Finset.sum_congr rfl fun i hi => ?_
    rw [cluster_erase t hi]
    ring
  have h3 : ∑ i ∈ S, residual (b i) (d i) (t i) * cluster t (S.erase i) =
      ∑ i ∈ S, d i * t i * cluster t (S.erase i) +
      ∑ i ∈ S, (b i - b i * t i ^ 2) * cluster t (S.erase i) := by
    rw [← Finset.sum_add_distrib]
    refine Finset.sum_congr rfl fun i _ => ?_
    unfold residual
    ring
  rw [pairH, h1, h2, h3]
  ring
```

The criterion follows with no further assumption. Suppose \(Hf = Ef\). At \(S = \emptyset\) the residual sum is empty and \(f(\emptyset) = 1\), so \(E = \sum_i b_i t_i\). At \(S = \{i\}\) the identity reads \(E t_i = (\sum_j b_j t_j)\, t_i + r_i\), so \(r_i = 0\). Conversely, if all \(r_i\) vanish, the residual sum is zero for every \(S\), however many pairs are excited. In Lean the eigenvalue equation `pairH b d (cluster t) = E • cluster t` is an equality of functions. The projections are `congrFun h ∅` and `congrFun h {i}`, and `funext S` proves the converse configuration by configuration.

```lean
/-- The cluster state satisfies `H f = E f` exactly when `E = ∑ bᵢ tᵢ` and the residual
`bᵢ + dᵢ tᵢ - bᵢ tᵢ²` of every pair vanishes. -/
theorem cluster_eigen_iff (b d t : ι → ℝ) (E : ℝ) :
    pairH b d (cluster t) = E • cluster t ↔
      E = ∑ i, b i * t i ∧ ∀ i, residual (b i) (d i) (t i) = 0 := by
  constructor
  · intro h
    -- projection on the reference configuration gives the energy
    have hE : E = ∑ i, b i * t i := by
      have h0 := congrFun h ∅
      rw [pairH_cluster] at h0
      simpa [cluster] using h0.symm
    refine ⟨hE, fun i => ?_⟩
    -- projection on a single excited pair gives its amplitude equation
    have hi := congrFun h {i}
    have h1 : cluster t (({i} : Finset ι).erase i) = 1 := by simp [cluster]
    rw [pairH_cluster, Finset.sum_singleton, h1, Pi.smul_apply, smul_eq_mul, hE] at hi
    linarith
  · rintro ⟨hE, hr⟩
    funext S
    rw [pairH_cluster, Pi.smul_apply, smul_eq_mul, hE]
    simp [hr]
```

For non-interacting two-level pairs, then, the coupled-cluster equations obtained by projecting on the reference and on single excited pairs already imply the full eigenvalue equation, and the energy is a sum of pair energies \(b_i t_i\). The theorem accepts any real solution of each pair's quadratic and does not single out the ground state.

## At least one pair

For \(N\) identical pairs the labels are `Fin N`, that is \(0, \dots, N-1\). With \(b_i = b\), \(d_i = d\), \(t_i = t\), the energy is \(\sum_i b t = N b t\) and all residuals coincide, so \(Hf = Ef\) holds exactly when \(E = N b t\) and \(b + d t - b t^2 = 0\). The steps `hf`, `hH` and `hs` make these substitutions.

The hypothesis `hN : 1 ≤ N` says that the system contains a pair. By hand it is used in projecting on \(S = \{i\}\), which needs some \(i\). In the proof it appears once, in `h2 ⟨0, hN⟩`, which names pair \(0\) in order to pass from "every pair has zero residual" to the single equation. At \(N = 0\) the only configuration is \(\emptyset\), both \(Hf\) and \(N b t\) are zero, and the eigenvalue equation holds even for \(b = 1\), \(d = t = 0\), where the quadratic fails. The general theorem needs no such condition, because its statement about all pairs is vacuous when there are none.

```lean
/-- For `N ≥ 1` identical pairs, `f(S) = t ^ card S` satisfies `H f = E f` exactly when
`E = N b t` and `b + d t - b t² = 0`. -/
theorem powerState_eigen_iff {N : ℕ} (hN : 1 ≤ N) (b d t E : ℝ) :
    uniformH b d (powerState t : Finset (Fin N) → ℝ) = E • powerState t ↔
      E = N * b * t ∧ b + d * t - b * t ^ 2 = 0 := by
  have hf : (powerState t : Finset (Fin N) → ℝ) = cluster fun _ => t := by
    funext S
    simp [powerState, cluster]
  have hH : ∀ f : Finset (Fin N) → ℝ,
      uniformH b d f = pairH (fun _ => b) (fun _ => d) f := by
    intro f
    funext S
    simp only [uniformH, pairH, Finset.sum_const, nsmul_eq_mul, Finset.mul_sum]
    ring
  have hs : ∑ _i : Fin N, b * t = N * b * t := by simp [mul_assoc]
  rw [hf, hH, cluster_eigen_iff]
  constructor
  · rintro ⟨h1, h2⟩
    exact ⟨h1.trans hs, h2 ⟨0, hN⟩⟩
  · rintro ⟨h1, h2⟩
    exact ⟨h1.trans hs.symm, fun _ => h2⟩
```

Putting \(E = N b t\) makes the first condition trivial and leaves the quadratic alone.

```lean
/-- For `N ≥ 1` identical pairs, `f(S) = t ^ card S` satisfies `H f = N b t f` exactly when
`b + d t - b t² = 0`. -/
theorem powerState_eigen_iff_quadratic {N : ℕ} (hN : 1 ≤ N) (b d t : ℝ) :
    uniformH b d (powerState t : Finset (Fin N) → ℝ) = (N * b * t) • powerState t ↔
      b + d * t - b * t ^ 2 = 0 := by
  rw [powerState_eigen_iff hN]
  exact ⟨fun h => h.2, fun h => ⟨rfl, h⟩⟩
```

## Nonzero coupling

The hypothesis `hb : b ≠ 0` says that reference and excited configuration mix. Let \(\varepsilon = b t_-\) be the pair energy. Cancelling \(b\) gives \(\varepsilon = (d - R)/2\), the first use, recorded as `hbt`. Multiplying the residual by \(b\) gives \(b^2 + d\varepsilon - \varepsilon^2\), which is `hq`, and
\[ d\varepsilon - \varepsilon^2 = \varepsilon (d - \varepsilon) = \tfrac14 (d - R)(d + R) = \tfrac14 (d^2 - R^2) = -b^2. \]
The last equality is `hs`, valid because \(d^2 + 4b^2 \ge 0\), and the factor \(\tfrac14\) reappears in `linear_combination`. Concluding that the residual itself vanishes is the second use, through `mul_left_cancel₀ hb`. The theorem states that \(t_-^{|S|}\) is an eigenstate with energy \(N (d - R)/2\), for either sign of \(d\); the values \(d = 3\), \(b = 2\) give \(t_- = -1/2\) and energy \(-N\).

At \(b = 0\) Lean's division by zero makes `ccRoot` equal to \(0\), the state is the bare reference with energy \(0\), and the stated energy \(N(d - |d|)/2\) is not the energy of this state for \(d < 0\): it equals \(N d\), the energy of the configuration with all pairs excited.

```lean
/-- For `N ≥ 1` identical pairs with `b ≠ 0`, the amplitude `(d - √(d² + 4 b²)) / (2 b)` gives
an eigenstate with energy `N (d - √(d² + 4 b²)) / 2`. -/
theorem ccRoot_eigen {N : ℕ} (hN : 1 ≤ N) (b d : ℝ) (hb : b ≠ 0) :
    uniformH b d (powerState (ccRoot b d) : Finset (Fin N) → ℝ) =
      (N * ((d - Real.sqrt (d ^ 2 + 4 * b ^ 2)) / 2)) • powerState (ccRoot b d) := by
  have hs : Real.sqrt (d ^ 2 + 4 * b ^ 2) ^ 2 = d ^ 2 + 4 * b ^ 2 :=
    Real.sq_sqrt (by positivity)
  have hbt : b * ccRoot b d = (d - Real.sqrt (d ^ 2 + 4 * b ^ 2)) / 2 := by
    unfold ccRoot
    field_simp
  rw [powerState_eigen_iff hN]
  refine ⟨by rw [mul_assoc, hbt], ?_⟩
  -- multiplied by b, the equation only involves the pair energy b t
  apply mul_left_cancel₀ hb
  have hq : b * (b + d * ccRoot b d - b * ccRoot b d ^ 2) =
      b ^ 2 + d * (b * ccRoot b d) - (b * ccRoot b d) ^ 2 := by ring
  rw [hq, hbt]
  linear_combination (-1 / 4 : ℝ) * hs
```

## Linearized amplitudes

The amplitude equation can be written \((d_i - b_i t_i)\, t_i = -b_i\), in which the pair's own energy shifts its excitation energy. The linearized model, CEPA(0) for these pairs, omits the shift. The hypothesis `hlin` assumes amplitudes with \(b_i + d_i t_i = 0\); it is written without division, so \(d_i = 0\) is allowed and then forces \(b_i = 0\).

Suppose the cluster state is an eigenstate for some \(E\). Then \(r_i = 0\), and subtracting it from the linear equation gives \(b_i t_i^2 = 0\), the step `hq`. Either \(b_i = 0\), or \(t_i = 0\), and the linear equation is used a second time to give \(b_i = 0\). Conversely, if all \(b_i\) vanish, then \(r_i = (b_i + d_i t_i) - b_i t_i^2 = 0\), the third use, and \(E = \sum_i b_i t_i\) serves. Without `hlin` the forward direction fails, since `ccRoot_eigen` supplies eigenstates with \(b \neq 0\). The theorem concerns the state only and gives no bound on the error of the linearized energy.

```lean
/-- If the amplitudes solve the linearized equations `bᵢ + dᵢ tᵢ = 0`, the cluster state
satisfies `H f = E f` for some `E` exactly when all couplings `bᵢ` vanish. -/
theorem linearized_eigen_iff (b d t : ι → ℝ) (hlin : ∀ i, b i + d i * t i = 0) :
    (∃ E : ℝ, pairH b d (cluster t) = E • cluster t) ↔ ∀ i, b i = 0 := by
  constructor
  · rintro ⟨E, h⟩ i
    have hr := ((cluster_eigen_iff b d t E).1 h).2 i
    have hl := hlin i
    unfold residual at hr
    -- the neglected quadratic term must vanish
    have hq : b i * t i ^ 2 = 0 := by linarith
    rcases mul_eq_zero.1 hq with h0 | h0
    · exact h0
    · have ht : t i = 0 := pow_eq_zero_iff (two_ne_zero) |>.1 h0
      rw [ht] at hl
      linarith
  · intro hb
    refine ⟨_, (cluster_eigen_iff b d t _).2 ⟨rfl, fun i => ?_⟩⟩
    unfold residual
    rw [hlin i, hb i]
    ring

end

end SeparatedPairs
```

```lean
#print axioms SeparatedPairs.cluster_eigen_iff
-- 'SeparatedPairs.cluster_eigen_iff' depends on axioms: [propext, Classical.choice, Quot.sound]
#print axioms SeparatedPairs.powerState_eigen_iff_quadratic
-- 'SeparatedPairs.powerState_eigen_iff_quadratic' depends on axioms: [propext, Classical.choice, Quot.sound]
#print axioms SeparatedPairs.ccRoot_eigen
-- 'SeparatedPairs.ccRoot_eigen' depends on axioms: [propext, Classical.choice, Quot.sound]
#print axioms SeparatedPairs.linearized_eigen_iff
-- 'SeparatedPairs.linearized_eigen_iff' depends on axioms: [propext, Classical.choice, Quot.sound]
```
